# Finsler's lemma: a symmetric H that is positive on the nonzero vectors with Bx = 0 becomes positive definite when a large multiple of BᵀB is added

For a real symmetric matrix H and a real matrix B, x·Hx > 0 holds for every nonzero x with Bx = 0 if and only if H + r BᵀB is positive definite for all sufficiently large r. For a quadratic energy with Hessian H and linear constraints Bx = b, it follows that a feasible point satisfying the multiplier equation is the strict global minimiser of the augmented Lagrangian formed with the same multipliers, once the penalty r is large enough, provided H has this positivity.

```lean
import Mathlib

open Matrix

namespace FinslerAugmentedLagrangian

noncomputable section

variable {n m : Type*} [Fintype n] [Fintype m]

/-- The Hessian `H` augmented by the constraint penalty `r BᵀB`. -/
def augmentedHessian (H : Matrix n n ℝ) (B : Matrix m n ℝ) (r : ℝ) : Matrix n n ℝ :=
  H + r • (Bᵀ * B)

/-- The augmented Lagrangian of the energy `½ x·Hx - g·x` under the constraint `Bx = b`,
with multipliers `μ` and penalty strength `r`. -/
def augmentedLagrangian (H : Matrix n n ℝ) (B : Matrix m n ℝ) (g : n → ℝ) (b μ : m → ℝ)
    (r : ℝ) (x : n → ℝ) : ℝ :=
  1 / 2 * (x ⬝ᵥ H *ᵥ x) - g ⬝ᵥ x + μ ⬝ᵥ (B *ᵥ x - b)
    + r / 2 * ((B *ᵥ x - b) ⬝ᵥ (B *ᵥ x - b))

/-- The curvature of the augmented Hessian along `x` is the bare curvature plus `r` times
the squared constraint violation `|Bx|²`. -/
theorem augmentedHessian_form (H : Matrix n n ℝ) (B : Matrix m n ℝ) (r : ℝ) (x : n → ℝ) :
    x ⬝ᵥ augmentedHessian H B r *ᵥ x = x ⬝ᵥ H *ᵥ x + r * (B *ᵥ x ⬝ᵥ B *ᵥ x) := by
  rw [augmentedHessian, Matrix.add_mulVec, Matrix.smul_mulVec, dotProduct_add,
    dotProduct_smul, ← Matrix.mulVec_mulVec, Matrix.dotProduct_mulVec x Bᵀ,
    Matrix.vecMul_transpose, smul_eq_mul]

/-- For symmetric `H`, the augmented Hessian is positive definite exactly when bare curvature
plus penalty is positive along every nonzero direction. -/
theorem augmentedHessian_posDef_iff {H : Matrix n n ℝ} (hH : H.IsSymm) (B : Matrix m n ℝ)
    (r : ℝ) : (augmentedHessian H B r).PosDef ↔
      ∀ x : n → ℝ, x ≠ 0 → 0 < x ⬝ᵥ H *ᵥ x + r * (B *ᵥ x ⬝ᵥ B *ᵥ x) := by
  have hs : (augmentedHessian H B r).IsHermitian := by
    unfold Matrix.IsHermitian
    rw [Matrix.conjTranspose_eq_transpose_of_trivial]
    simp [augmentedHessian, Matrix.transpose_mul, hH.eq]
  rw [Matrix.posDef_iff_dotProduct_mulVec]
  constructor
  · intro h x hx
    have h1 := h.2 hx
    rwa [star_trivial, augmentedHessian_form] at h1
  · intro h
    refine ⟨hs, fun x hx => ?_⟩
    rw [star_trivial, augmentedHessian_form]
    exact h x hx

/-- On a compact set, if `q` is positive wherever the nonnegative penalty `p` vanishes, and both are
continuous, then `q + r p` is positive throughout the set for all sufficiently large `r`. -/
theorem exists_penalty_of_isCompact {X : Type*} [TopologicalSpace X] {S : Set X}
    (hS : IsCompact S) {q p : X → ℝ} (hq : Continuous q) (hp : Continuous p)
    (hp0 : ∀ x, 0 ≤ p x) (hpos : ∀ x ∈ S, p x = 0 → 0 < q x) :
    ∃ r₀ : ℝ, ∀ r ≥ r₀, ∀ x ∈ S, 0 < q x + r * p x := by
  have hK : IsCompact (S ∩ {x | q x ≤ 0}) :=
    hS.inter_right (isClosed_le hq continuous_const)
  rcases (S ∩ {x | q x ≤ 0}).eq_empty_or_nonempty with h | h
  · refine ⟨0, fun r hr x hx => ?_⟩
    have hqx : 0 < q x := by
      by_contra hc
      have hmem : x ∈ S ∩ {x | q x ≤ 0} := ⟨hx, not_lt.mp hc⟩
      simp [h] at hmem
    have := mul_nonneg hr (hp0 x)
    linarith
  · -- the least penalty and the least curvature on the dangerous part
    obtain ⟨y, hy, hymin⟩ := hK.exists_isMinOn h hp.continuousOn
    obtain ⟨z, hz, hzmin⟩ := hK.exists_isMinOn h hq.continuousOn
    have hy2 : q y ≤ 0 := hy.2
    have hz2 : q z ≤ 0 := hz.2
    have hm : 0 < p y := by
      by_contra hc
      have := hpos y hy.1 (le_antisymm (not_lt.mp hc) (hp0 y))
      linarith
    have hr0 : 0 ≤ (1 - q z) / p y := div_nonneg (by linarith) hm.le
    refine ⟨(1 - q z) / p y, fun r hr x hx => ?_⟩
    have hrn : 0 ≤ r := le_trans hr0 hr
    by_cases hqx : q x ≤ 0
    · have h1 : p y ≤ p x := isMinOn_iff.mp hymin x ⟨hx, hqx⟩
      have h2 : q z ≤ q x := isMinOn_iff.mp hzmin x ⟨hx, hqx⟩
      have h3 : 1 - q z ≤ r * p y := (div_le_iff₀ hm).mp hr
      have h4 : r * p y ≤ r * p x := mul_le_mul_of_nonneg_left h1 hrn
      linarith
    · have := mul_nonneg hrn (hp0 x)
      linarith [not_le.mp hqx]

/-- **Finsler's lemma.** A symmetric Hessian is positive along all nonzero directions with
`Bx = 0` if and only if `H + r BᵀB` is positive definite for all sufficiently large `r`. -/
theorem finsler {H : Matrix n n ℝ} (hH : H.IsSymm) (B : Matrix m n ℝ) :
    (∀ x : n → ℝ, x ≠ 0 → B *ᵥ x = 0 → 0 < x ⬝ᵥ H *ᵥ x) ↔
      ∃ r₀ : ℝ, ∀ r ≥ r₀, (augmentedHessian H B r).PosDef := by
  constructor
  · intro h
    have hq : Continuous fun x : n → ℝ => x ⬝ᵥ H *ᵥ x := by
      simp only [dotProduct, Matrix.mulVec]
      fun_prop
    have hp : Continuous fun x : n → ℝ => B *ᵥ x ⬝ᵥ B *ᵥ x := by
      simp only [dotProduct, Matrix.mulVec]
      fun_prop
    obtain ⟨r₀, hr₀⟩ := exists_penalty_of_isCompact
      (isCompact_sphere (0 : n → ℝ) 1) hq hp
      (fun x => Finset.sum_nonneg fun i _ => mul_self_nonneg _)
      (fun x hx hBx => h x (by rintro rfl; simp at hx) (dotProduct_self_eq_zero.mp hBx))
    refine ⟨r₀, fun r hr => (augmentedHessian_posDef_iff hH B r).mpr fun x hx => ?_⟩
    -- rescale `x` to the unit sphere
    have hn : 0 < ‖x‖ := norm_pos_iff.mpr hx
    have key := hr₀ r hr (‖x‖⁻¹ • x) (by
      rw [mem_sphere_zero_iff_norm, norm_smul, norm_inv, norm_norm,
        inv_mul_cancel₀ hn.ne'])
    simp only [Matrix.mulVec_smul, dotProduct_smul, smul_dotProduct, smul_eq_mul] at key
    have key2 : 0 < ‖x‖⁻¹ ^ 2 * (x ⬝ᵥ H *ᵥ x + r * (B *ᵥ x ⬝ᵥ B *ᵥ x)) := by
      convert key using 1
      ring
    exact (mul_pos_iff_of_pos_left (pow_pos (inv_pos.mpr hn) 2)).mp key2
  · rintro ⟨r₀, h⟩ x hx hBx
    have h1 := (augmentedHessian_posDef_iff hH B r₀).mp (h r₀ le_rfl) x hx
    simpa [hBx] using h1

/-- For symmetric `H`, about a feasible point satisfying the multiplier equation `Hx₀ + Bᵀμ = g`,
the augmented Lagrangian changes by exactly half the augmented curvature of the displacement. -/
theorem augmentedLagrangian_add {H : Matrix n n ℝ} (hH : H.IsSymm) {B : Matrix m n ℝ}
    {g x₀ : n → ℝ} {b μ : m → ℝ} (hb : B *ᵥ x₀ = b) (hg : H *ᵥ x₀ + Bᵀ *ᵥ μ = g)
    (r : ℝ) (d : n → ℝ) :
    augmentedLagrangian H B g b μ r (x₀ + d) = augmentedLagrangian H B g b μ r x₀
      + 1 / 2 * (d ⬝ᵥ augmentedHessian H B r *ᵥ d) := by
  subst hb hg
  have e1 : B *ᵥ (x₀ + d) - B *ᵥ x₀ = B *ᵥ d := by
    rw [Matrix.mulVec_add, add_sub_cancel_left]
  have e2 : x₀ ⬝ᵥ H *ᵥ d = d ⬝ᵥ H *ᵥ x₀ := by
    rw [Matrix.dotProduct_mulVec, ← Matrix.mulVec_transpose, hH.eq, dotProduct_comm]
  have e3 : (Bᵀ *ᵥ μ) ⬝ᵥ d = μ ⬝ᵥ B *ᵥ d := by
    rw [Matrix.mulVec_transpose, ← Matrix.dotProduct_mulVec]
  have e4 : (H *ᵥ x₀) ⬝ᵥ d = d ⬝ᵥ H *ᵥ x₀ := dotProduct_comm _ _
  rw [augmentedHessian_form]
  unfold augmentedLagrangian
  rw [e1, sub_self (B *ᵥ x₀)]
  simp only [Matrix.mulVec_add, add_dotProduct, dotProduct_add, dotProduct_zero]
  linear_combination (1 / 2) * e2 - e3 - e4

/-- If a symmetric `H` is positive along all nonzero directions with `Bx = 0`, a feasible point
satisfying the multiplier equation is the strict global minimiser of the augmented Lagrangian for
all sufficiently large penalties. -/
theorem augmentedLagrangian_strict_min {H : Matrix n n ℝ} (hH : H.IsSymm)
    {B : Matrix m n ℝ} (hpos : ∀ x : n → ℝ, x ≠ 0 → B *ᵥ x = 0 → 0 < x ⬝ᵥ H *ᵥ x)
    {g x₀ : n → ℝ} {b μ : m → ℝ} (hb : B *ᵥ x₀ = b) (hg : H *ᵥ x₀ + Bᵀ *ᵥ μ = g) :
    ∃ r₀ : ℝ, ∀ r ≥ r₀, ∀ x, x ≠ x₀ →
      augmentedLagrangian H B g b μ r x₀ < augmentedLagrangian H B g b μ r x := by
  obtain ⟨r₀, h⟩ := (finsler hH B).mp hpos
  refine ⟨r₀, fun r hr x hx => ?_⟩
  have h1 := (augmentedHessian_posDef_iff hH B r).mp (h r hr) (x - x₀) (sub_ne_zero.mpr hx)
  have h2 := augmentedLagrangian_add hH hb hg r (x - x₀)
  rw [add_sub_cancel, augmentedHessian_form] at h2
  linarith

/-- For the saddle `diag(1, -1)` with its second coordinate constrained, the augmented Hessian
is positive definite exactly when the penalty exceeds `1`. -/
theorem saddle_posDef_iff (r : ℝ) :
    (augmentedHessian !![1, 0; 0, -1] !![0, 1] r).PosDef ↔ 1 < r := by
  have hs : (!![1, 0; 0, -1] : Matrix (Fin 2) (Fin 2) ℝ).IsSymm := by
    unfold Matrix.IsSymm
    ext i j
    fin_cases i <;> fin_cases j <;> rfl
  have form : ∀ x : Fin 2 → ℝ, x ⬝ᵥ !![1, 0; 0, -1] *ᵥ x
      + r * (!![0, 1] *ᵥ x ⬝ᵥ !![0, 1] *ᵥ x) = x 0 ^ 2 + (r - 1) * x 1 ^ 2 := by
    intro x
    simp [Matrix.mulVec, dotProduct, Fin.sum_univ_two]
    ring
  rw [augmentedHessian_posDef_iff hs]
  simp only [form]
  constructor
  · intro h
    have h1 : (0 : ℝ) < 0 ^ 2 + (r - 1) * 1 ^ 2 :=
      h ![0, 1] (fun h0 => one_ne_zero (congrFun h0 1))
    linarith
  · intro hr x hx
    by_cases h1 : x 1 = 0
    · have h0 : x 0 ≠ 0 := by
        intro h0
        apply hx
        rw [funext_iff, Fin.forall_fin_two]
        exact ⟨h0, h1⟩
      have : 0 < x 0 ^ 2 := by positivity
      rw [h1]
      linarith
    · have h2 : 0 < x 1 ^ 2 := by positivity
      have := mul_pos (sub_pos.mpr hr) h2
      linarith [sq_nonneg (x 0)]

/-- Nonnegative curvature along the constraint directions is not enough: in this example the
augmented Hessian has a direction of negative curvature for every penalty. -/
theorem nonneg_not_sufficient :
    (∀ x : Fin 2 → ℝ, (!![0, 1] : Matrix (Fin 1) (Fin 2) ℝ) *ᵥ x = 0 →
      0 ≤ x ⬝ᵥ !![0, 1; 1, 0] *ᵥ x) ∧
    ∀ r : ℝ, ∃ x : Fin 2 → ℝ,
      x ⬝ᵥ augmentedHessian !![0, 1; 1, 0] !![0, 1] r *ᵥ x < 0 := by
  constructor
  · intro x hx
    have h1 := congrFun hx 0
    simp [Matrix.mulVec, dotProduct, Fin.sum_univ_two] at h1
    simp [Matrix.mulVec, dotProduct, Fin.sum_univ_two, h1]
  · intro r
    have form : ∀ x : Fin 2 → ℝ, x ⬝ᵥ !![0, 1; 1, 0] *ᵥ x
        + r * (!![0, 1] *ᵥ x ⬝ᵥ !![0, 1] *ᵥ x) = 2 * x 0 * x 1 + r * x 1 ^ 2 := by
      intro x
      simp [Matrix.mulVec, dotProduct, Fin.sum_univ_two]
      ring
    refine ⟨![-(|r| + 1), 1], ?_⟩
    rw [augmentedHessian_form, form]
    show 2 * (-(|r| + 1)) * 1 + r * 1 ^ 2 < 0
    linarith [le_abs_self r, abs_nonneg r]

end

end FinslerAugmentedLagrangian
```

```lean
#print axioms FinslerAugmentedLagrangian.finsler
#print axioms FinslerAugmentedLagrangian.augmentedLagrangian_strict_min
#print axioms FinslerAugmentedLagrangian.saddle_posDef_iff
#print axioms FinslerAugmentedLagrangian.nonneg_not_sufficient
```

```
'FinslerAugmentedLagrangian.finsler' depends on axioms: [propext, Classical.choice, Quot.sound]
'FinslerAugmentedLagrangian.augmentedLagrangian_strict_min' depends on axioms: [propext, Classical.choice, Quot.sound]
'FinslerAugmentedLagrangian.saddle_posDef_iff' depends on axioms: [propext, Classical.choice, Quot.sound]
'FinslerAugmentedLagrangian.nonneg_not_sufficient' depends on axioms: [propext, Classical.choice, Quot.sound]
```

## Curvature along the constraints and curvature everywhere

The vector x lists the variables of the problem, indexed by a finite type `n`, and the constraints are indexed by a finite type `m`. In Lean, `*ᵥ` applies a matrix to a vector and `⬝ᵥ` is the ordinary dot product, so `x ⬝ᵥ H *ᵥ x` is x·Hx and `B *ᵥ x ⬝ᵥ B *ᵥ x` is |Bx|². A displacement x with Bx = 0 leaves the constraints unchanged to all orders, because they are linear.

The theorem `finsler` assumes only that H is symmetric (`H.IsSymm`). The rows of B may be linearly dependent, and there may be no constraints at all, in which case the left side of the equivalence already says that H is positive definite. The right side provides a threshold r₀ such that `augmentedHessian H B r`, which is H + r BᵀB, is positive definite for every r ≥ r₀. Mathlib's `PosDef` includes symmetry of the matrix as well as positivity of its quadratic form. The theorem gives the existence of r₀, but no formula for it in terms of the entries or eigenvalues of H and B.

The penalty form |Bx|² is never negative, and the proof relies on this. The more general form of Finsler's lemma, with an indefinite quadratic form in place of |Bx|², does not follow from the argument below.

## A quadratic energy with linear constraints

The function `augmentedLagrangian` is

L(x) = ½ x·Hx − g·x + μ·(Bx − b) + (r/2)|Bx − b|².

The first two terms are the energy, with g a constant force. The vector μ holds the Lagrange multipliers, and the last term penalises violation of the constraints. With these signs, stationarity of the energy under the constraints reads

Hx₀ + Bᵀμ = g, with Bx₀ = b.

A physical instance is a charge-equilibration model whose energy is quadratic in the atomic charges. There x contains the charges, H is the hardness matrix, −g contains the electronegativities, B is a single row of ones and b is the total charge. The multiplier equation then says that the effective electronegativity, Hx₀ − g, is the same on every atom. H need not be positive for charge vectors that change the total charge; the hypothesis concerns only transfers of charge between atoms.

The theorem `augmentedLagrangian_strict_min` takes x₀ and μ as given, through the hypotheses `hb` and `hg`. It therefore treats the augmented Lagrangian at the exact multipliers, and says nothing about how an iterative method finds them or how fast it converges. For nonlinear constraints, H and B would describe only a local second-order model, with H the Hessian of the Lagrangian and B the constraint Jacobian.

## Why a finite penalty suffices

Since x·BᵀBx = (Bx)·(Bx), the augmented quadratic form is

x·(H + r BᵀB)x = x·Hx + r|Bx|².

This is `augmentedHessian_form`. The lemma `augmentedHessian_posDef_iff` checks that the augmented matrix is symmetric and so reduces positive definiteness to positivity of the right side for every x ≠ 0.

Write q(x) = x·Hx and p(x) = |Bx|², and let S be the unit sphere of some norm. Both functions are continuous, S is compact, and by assumption q > 0 wherever p = 0 on S. The only points that could cause trouble are those in

K = {x in S : q(x) ≤ 0},

which is a closed part of a compact set and hence compact. If K is empty, q is positive on S and every r ≥ 0 works. Otherwise p attains its minimum over K at some y, and q attains its minimum over K at some z. The value p(y) is positive, because p(y) = 0 would force q(y) > 0, contrary to y lying in K. Set

r₀ = (1 − q(z))/p(y).

This is positive, since q(z) ≤ 0. For r ≥ r₀ and x in K,

q(x) + r p(x) ≥ q(z) + r p(y) ≥ q(z) + 1 − q(z) = 1.

For x in S but not in K, q(x) > 0 and r p(x) ≥ 0, so the sum is again positive.

The lemma `exists_penalty_of_isCompact` carries this out for any compact set and any continuous q and p with p nonnegative. Its `rcases` separates empty from nonempty K, `exists_isMinOn` supplies y and z, and the inequalities `h1` to `h4` are the ones combined in the estimate above.

To pass from the sphere to all nonzero x, put u = x/‖x‖. Both forms are quadratic, so

q(u) + r p(u) = (q(x) + r p(x))/‖x‖²,

and the two sides have the same sign. In `finsler`, `fun_prop` proves continuity, and `key` and `key2` carry out the rescaling. The norm that Mathlib puts on `n → ℝ` is the largest absolute component, so the sphere in the code is the surface of a cube. The argument needs only compactness and scaling, which hold for this norm too.

For the converse, take r = r₀ and a nonzero x with Bx = 0. The penalty vanishes, and positivity of the augmented form is exactly x·Hx > 0.

## The exact expansion about the constrained stationary point

Let x = x₀ + d. Since Bx₀ = b, the constraint violation is Bx − b = Bd. Symmetry of H gives x₀·Hd = d·Hx₀, so the two cross terms of the energy combine, and

L(x₀ + d) − L(x₀) = d·(Hx₀ + Bᵀμ − g) + ½(d·Hd + r|Bd|²).

The multiplier equation removes the linear term. What remains is half the augmented quadratic form:

L(x₀ + d) = L(x₀) + ½ d·(H + r BᵀB)d.

This identity, `augmentedLagrangian_add`, holds for every real r and every displacement, with no remainder. In its proof, `subst` replaces b and g by their expressions in x₀ and μ, `e2` is the symmetry step, `e3` moves B across the dot product, and `linear_combination` cancels the linear terms.

For r ≥ r₀ the quadratic term is positive whenever d ≠ 0. Taking d = x − x₀ gives L(x₀) < L(x) for every x ≠ x₀, which is `augmentedLagrangian_strict_min`. The competing points x need not satisfy the constraints. On those that do, both constraint terms vanish and L is the energy itself, so one further line of reasoning, added here in prose only, shows that x₀ is also the unique minimiser of the constrained energy.

## A threshold at r = 1 and a case where no penalty works

The theorem `saddle_posDef_iff` takes H = diag(1, −1) and B = (0 1), so that the second coordinate, `x 1` in Lean's numbering, is constrained. The augmented form is

(x 0)² + (r − 1)(x 1)².

If it is positive definite, evaluating it at (0, 1) gives r > 1. Conversely, if r > 1, both terms are nonnegative and at least one is positive for x ≠ 0. The unconstrained energy surface is a saddle, and the penalty turns it into a bowl exactly when r exceeds 1.

The theorem `nonneg_not_sufficient` keeps the same B but takes H with zeros on the diagonal and ones off it. Along the constraint direction, where `x 1` = 0, the curvature is zero, so it is nonnegative but not positive. The augmented form is

2(x 0)(x 1) + r(x 1)².

At the point (−(|r| + 1), 1) its value is −2|r| − 2 + r, which is negative for every r. At a fixed nonzero `x 1`, the coupling term grows in proportion to `x 0` while the penalty does not depend on `x 0`, so a long enough step along the flat direction, with sign opposite to that of `x 1`, outweighs the penalty. Strict positivity in `finsler` therefore can't be relaxed to nonnegativity, even if the conclusion is weakened to a nonnegative augmented form.
